# Moment recursion and the bound E ≥ 3/4 for stationary states of H = p² + x⁴ (ħ = 1)

Let \([x,p]=i\) and \(H=p^2+x^4\), and write \(\langle\cdot\rangle\) for the expectation value in a normalized eigenstate of energy \(E\). The commutator of \(H\) with \(xp\) has zero expectation:

\[
0=\langle[H,xp]\rangle=-2i\langle p^2\rangle+4i\langle x^4\rangle .
\]

So \(\langle p^2\rangle=2\langle x^4\rangle\), and \(E=\langle p^2\rangle+\langle x^4\rangle=3\langle x^4\rangle\). Two inequalities complete the argument. The uncertainty relation \(1\le4\langle x^2\rangle\langle p^2\rangle\) becomes \(3\le8E\langle x^2\rangle\), and \(\langle x^2\rangle^2\le\langle x^4\rangle\) becomes \(3\langle x^2\rangle^2\le E\). If \(E<3/4\), the second gives \(\langle x^2\rangle<1/2\), hence \(8E\langle x^2\rangle\le4E<3\), which contradicts the first.

This bounds the energies of a single particle in a one-dimensional quartic well without solving the Schrödinger equation. Numerical bootstrap calculations impose growing families of positivity conditions; here a few suffice for a bound, which is not the ground-state energy itself.

In Lean, `x` and `p` are elements of a complex algebra `A`, with no Hilbert space behind them. Polynomials in position and momentum acting on Schwartz functions are the example to have in mind.

```lean
import Mathlib

open Polynomial
open scoped ComplexOrder

namespace QuarticBootstrap

/- Polynomials in position and momentum acting on Schwartz functions, with the expectation value
in the ground state of the quartic oscillator, satisfy the hypotheses of the quartic theorems
below; the existence of that ground state is not proved here. -/

variable {A : Type*} [Ring A] [Algebra ℂ A]
```

The expectation value is a linear functional `f`, so \(\langle a\rangle\) is `f a`. An eigenstate enters through the two-sided condition `IsStationary`, in which `E` is a complex number.

```lean
/-- The functional `f` is stationary for `H` with energy `E`: inside expectation values,
`H` may be replaced by `E` on the left and on the right of every operator. -/
def IsStationary (f : A →ₗ[ℂ] ℂ) (H : A) (E : ℂ) : Prop :=
  ∀ a : A, f (H * a) = E * f a ∧ f (a * H) = E * f a
```

`IsState` adds normalization and positivity. The order on ℂ makes `0 ≤ f (star a * a)` say that the value is real and nonnegative.

```lean
/-- A state: a normalized linear functional that is nonnegative on every `a* a`. -/
structure IsState [StarRing A] (f : A →ₗ[ℂ] ℂ) : Prop where
  normalized : f 1 = 1
  pos : ∀ a : A, 0 ≤ f (star a * a)
```

## The canonical commutator

The hypothesis `hxp` is \(xp-px=i\), which fixes \(\hbar=1\); the form of \(H\) fixes the mass at \(1/2\) and the quartic coupling at 1. By hand, the product rule extends it to \([q,p]=iq'\) for every polynomial \(q(x)\). The Lean proof is the same induction, one factor of \(x\) at a time.

```lean
variable {x p : A} {f : A →ₗ[ℂ] ℂ} {E : ℂ}

/-- The commutator of a polynomial in the position with the momentum is `i` times
the derivative of the polynomial. -/
theorem commutator_momentum (hxp : x * p - p * x = Complex.I • (1 : A)) (q : ℂ[X]) :
    aeval x q * p - p * aeval x q = Complex.I • aeval x (derivative q) := by
  induction q using Polynomial.induction_on with
  | C a => rw [aeval_C, derivative_C, map_zero, smul_zero, Algebra.commutes, sub_self]
  | add q r hq hr =>
    simp only [map_add, smul_add, ← hq, ← hr]
    noncomm_ring
  | monomial n a ih =>
    have e : (C a * X ^ (n + 1) : ℂ[X]) = (C a * X ^ n) * X := by rw [pow_succ, mul_assoc]
    rw [e]
    generalize (C a * X ^ n : ℂ[X]) = r at ih ⊢
    have e2 : derivative (r * X) = derivative r * X + r := by
      rw [derivative_mul, derivative_X, mul_one]
    rw [e2, map_add, map_mul, map_mul, aeval_X, smul_add]
    calc aeval x r * x * p - p * (aeval x r * x)
        = (aeval x r * p - p * aeval x r) * x + aeval x r * (x * p - p * x) := by noncomm_ring
      _ = _ := by rw [ih, hxp, smul_mul_assoc, mul_smul_comm, mul_one]
```

Applying this twice, with \(pq'=q'p-iq''\), gives

\[
[p^2,q]=-i(pq'+q'p)=-2iq'p-q''.
\]

```lean
/-- The commutator of `p²` with a polynomial `q` in the position is `-2i q' p - q''`. -/
theorem commutator_kinetic (hxp : x * p - p * x = Complex.I • (1 : A)) (q : ℂ[X]) :
    p ^ 2 * aeval x q - aeval x q * p ^ 2 =
      (-(2 * Complex.I)) • (aeval x (derivative q) * p)
        - aeval x (derivative (derivative q)) := by
  have h1 : p * aeval x (derivative q) = aeval x (derivative q) * p
      - Complex.I • aeval x (derivative (derivative q)) := by
    rw [← commutator_momentum hxp (derivative q)]
    abel
  calc p ^ 2 * aeval x q - aeval x q * p ^ 2
      = -(p * (aeval x q * p - p * aeval x q) + (aeval x q * p - p * aeval x q) * p) := by
        noncomm_ring
    _ = _ := by
        rw [commutator_momentum hxp q, mul_smul_comm, smul_mul_assoc, h1, smul_sub, smul_smul,
          Complex.I_mul_I]
        module
```

Without the commutator the bound fails: in \(A=\mathbb C\), take \(x=p=0\), \(f\) the identity and \(E=0\). This is a classical particle at rest at the minimum, and it meets every other condition. Conversely, matrices of finite nonzero size never satisfy `hxp`, because a commutator has trace zero, so in a truncated basis `hxp` cannot hold exactly.

## Stationarity

The hypothesis `st` says that \(\langle Ha\rangle=\langle aH\rangle=E\langle a\rangle\) for every \(a\), so \(\langle[H,a]\rangle=0\). For \(H=p^2+V(x)\), the choices \(a=q'\) and \(a=qp\) give

\[
-2i\langle q''p\rangle-\langle q'''\rangle=0,
\]
\[
-2i\langle q'p^2\rangle-\langle q''p\rangle+i\langle qV'\rangle=0 .
\]

Eliminating \(\langle q''p\rangle\) leaves \(\langle q'p^2\rangle=-\tfrac14\langle q'''\rangle+\tfrac12\langle qV'\rangle\). Insert this into \(E\langle q'\rangle=\langle q'p^2\rangle+\langle q'V\rangle\) and multiply by 4:

\[
4E\langle q'\rangle+\langle q'''\rangle=4\langle q'V\rangle+2\langle qV'\rangle .
\]

In the proof, `a1` and `a2` are the two commutators, `b1` and `b2` their expectations, and `b3` the energy equation. The final `linear_combination` performs the elimination.

```lean
/-- Bootstrap identity for `H = p² + V(x)` with polynomial `V`, for a functional that is stationary
with energy `E`: for every polynomial `q`, `4E⟨q'⟩ + ⟨q'''⟩ = 4⟨q' V⟩ + 2⟨q V'⟩`. -/
theorem bootstrap_identity (hxp : x * p - p * x = Complex.I • (1 : A)) {V : ℂ[X]}
    (st : IsStationary f (p ^ 2 + aeval x V) E) (q : ℂ[X]) :
    4 * E * f (aeval x (derivative q)) + f (aeval x (derivative (derivative (derivative q)))) =
      4 * f (aeval x (derivative q) * aeval x V)
        + 2 * f (aeval x q * aeval x (derivative V)) := by
  have hc : ∀ r : ℂ[X], aeval x V * aeval x r - aeval x r * aeval x V = 0 := by
    intro r
    rw [← map_mul, ← map_mul, mul_comm, sub_self]
  -- the commutator of `H` with `q'`
  have a1 : (p ^ 2 + aeval x V) * aeval x (derivative q)
      - aeval x (derivative q) * (p ^ 2 + aeval x V) =
      (-(2 * Complex.I)) • (aeval x (derivative (derivative q)) * p)
        - aeval x (derivative (derivative (derivative q))) := by
    rw [← commutator_kinetic hxp (derivative q), ← sub_eq_zero, ← hc (derivative q)]
    noncomm_ring
  -- the commutator of `H` with `q p`
  have a2 : (p ^ 2 + aeval x V) * (aeval x q * p) - (aeval x q * p) * (p ^ 2 + aeval x V) =
      (-(2 * Complex.I)) • (aeval x (derivative q) * p ^ 2)
        - aeval x (derivative (derivative q)) * p
        + Complex.I • (aeval x q * aeval x (derivative V)) := by
    calc _ = (p ^ 2 * aeval x q - aeval x q * p ^ 2) * p
          + (aeval x V * aeval x q - aeval x q * aeval x V) * p
          + aeval x q * (aeval x V * p - p * aeval x V) := by noncomm_ring
      _ = _ := by
          rw [commutator_kinetic hxp q, hc q, commutator_momentum hxp V, zero_mul, add_zero,
            sub_mul, smul_mul_assoc, mul_smul_comm, mul_assoc, ← sq p]
  have b1 := congrArg f a1
  have b2 := congrArg f a2
  rw [map_sub, (st _).1, (st _).2, map_sub, map_smul, smul_eq_mul] at b1
  rw [map_sub, (st _).1, (st _).2, map_add, map_sub, map_smul, map_smul, smul_eq_mul,
    smul_eq_mul] at b2
  have b3 := (st (aeval x (derivative q))).2
  rw [mul_add, map_add] at b3
  linear_combination (-4) * b3 + (-2 * Complex.I) * b2 + b1
    + (4 * f (aeval x (derivative q) * p ^ 2)
      - 2 * f (aeval x q * aeval x (derivative V))) * Complex.I_sq
```

With \(q=x^t\) and \(V=x^4\), the right-hand side is \((4t+8)\langle x^{t+3}\rangle\), so

\[
4tE\langle x^{t-1}\rangle+t(t-1)(t-2)\langle x^{t-3}\rangle=4(t+2)\langle x^{t+3}\rangle .
\]

The theorem covers every natural number \(t\). Lean's subtraction of natural numbers stops at zero, but wherever this changes an exponent the coefficient vanishes. The case \(t=0\) reads \(\langle x^3\rangle=0\).

```lean
/-- Moment recursion of the quartic oscillator `H = p² + x⁴`; a term whose power of `x`
would be negative has coefficient zero. -/
theorem moment_recursion (hxp : x * p - p * x = Complex.I • (1 : A))
    (st : IsStationary f (p ^ 2 + x ^ 4) E) (t : ℕ) :
    4 * t * E * f (x ^ (t - 1)) + t * (t - 1) * (t - 2) * f (x ^ (t - 3)) =
      4 * (t + 2) * f (x ^ (t + 3)) := by
  have dX : ∀ n : ℕ, aeval x (X ^ n : ℂ[X]) = x ^ n := by
    intro n
    rw [map_pow, aeval_X]
  have d : ∀ n : ℕ, derivative (X ^ n : ℂ[X]) = (n : ℂ) • X ^ (n - 1) := by
    intro n
    rw [derivative_X_pow, smul_eq_C_mul]
  have k : (t : ℂ) * ((t - 1 : ℕ) : ℂ) * ((t - 1 - 1 : ℕ) : ℂ) = t * (t - 1) * (t - 2) := by
    rcases t with _ | _ | n
    · simp
    · simp
    · show ((n + 1 + 1 : ℕ) : ℂ) * ((n + 1 : ℕ) : ℂ) * (n : ℂ) = _
      push_cast
      ring
  have d1 : aeval x (derivative (X ^ t : ℂ[X])) = (t : ℂ) • x ^ (t - 1) := by
    rw [d, map_smul, dX]
  have d3 : aeval x (derivative (derivative (derivative (X ^ t : ℂ[X])))) =
      ((t : ℂ) * (t - 1) * (t - 2)) • x ^ (t - 3) := by
    rw [d, derivative_smul, d, derivative_smul, derivative_smul, d, map_smul, map_smul,
      map_smul, dX,
      smul_smul, smul_smul, k, show t - 1 - 1 - 1 = t - 3 by omega]
  have dV : aeval x (derivative (X ^ 4 : ℂ[X])) = (4 : ℂ) • x ^ 3 := by
    rw [d, map_smul, dX]
    norm_num
  have k2 : (t : ℂ) * f (x ^ (t - 1 + 4)) = t * f (x ^ (t + 3)) := by
    rcases t with _ | n
    · simp
    · rw [show n + 1 - 1 + 4 = n + 1 + 3 by omega]
  -- the bootstrap identity with `q = x^t` and `V = x⁴`
  have h := bootstrap_identity hxp (V := X ^ 4) (by rwa [dX]) (X ^ t)
  rw [d1, d3, dV, dX, dX, smul_mul_assoc, mul_smul_comm, ← pow_add, ← pow_add,
    map_smul, map_smul, map_smul, map_smul, smul_eq_mul, smul_eq_mul, smul_eq_mul,
    smul_eq_mul] at h
  linear_combination h + 4 * k2
```

Without stationarity, \(i\langle[H,a]\rangle\) is the rate of change of \(\langle a\rangle\), which need not vanish, and nothing ties \(E\) to the state.

## Positivity and normalization

Positivity says that \(a^*a\) never has a negative expectation value. Applied to \(a+sb\) with real \(s\), it gives

\[
\langle a^*a\rangle+s\langle a^*b+b^*a\rangle+s^2\langle b^*b\rangle\ge0 ,
\]

and a real quadratic that is never negative has discriminant at most zero. The next lemma is that inequality, with `discrim_le_zero` as its last step.

```lean
variable [StarRing A]

/-- In a state, the square of the real part of `⟨a* b + b* a⟩` is at most four times the product of
the real parts of `⟨a* a⟩` and `⟨b* b⟩`. -/
theorem cross_term_sq_le [StarModule ℂ A] (hf : IsState f) (a b : A) :
    (f (star a * b + star b * a)).re ^ 2 ≤
      4 * (f (star a * a)).re * (f (star b * b)).re := by
  -- positivity on `a + s b` makes a real quadratic in `s` nonnegative
  have h : ∀ s : ℝ, 0 ≤ (f (star b * b)).re * (s * s)
      + (f (star a * b + star b * a)).re * s + (f (star a * a)).re := by
    intro s
    have h1 := (Complex.le_def.1 (hf.pos (a + (s : ℂ) • b))).1
    have hs : star (s : ℂ) = s := Complex.conj_ofReal s
    have e : star (a + (s : ℂ) • b) * (a + (s : ℂ) • b) = star a * a
        + (s : ℂ) • (star a * b + star b * a) + (s : ℂ) • (s : ℂ) • (star b * b) := by
      rw [star_add, star_smul, hs]
      simp only [add_mul, mul_add, smul_mul_assoc, mul_smul_comm, smul_add]
      abel
    rw [e, map_add, map_add, map_smul, map_smul, map_smul, smul_eq_mul, smul_eq_mul,
      smul_eq_mul, Complex.add_re, Complex.add_re, Complex.re_ofReal_mul,
      Complex.re_ofReal_mul, Complex.re_ofReal_mul, Complex.zero_re] at h1
    linarith
  have h2 := discrim_le_zero h
  unfold discrim at h2
  linarith
```

Normalization turns the recursion at \(t=1\) into \(E=3\langle x^4\rangle\). Positivity on \(x^2\), which is self-adjoint because \(x\) is, then makes \(E\) real and nonnegative.

```lean
/-- In a stationary state of the quartic oscillator the energy is three times the
fourth moment of the position, and it is real and nonnegative. -/
theorem energy_eq_fourth_moment (hf : IsState f) (hx : IsSelfAdjoint x)
    (hxp : x * p - p * x = Complex.I • (1 : A)) (st : IsStationary f (p ^ 2 + x ^ 4) E) :
    E = 3 * f (x ^ 4) ∧ 0 ≤ E.re ∧ E.im = 0 := by
  have h := moment_recursion hxp st 1
  simp only [Nat.cast_one, Nat.reduceSub, Nat.reduceAdd, pow_zero, hf.normalized] at h
  have h4 : E = 3 * f (x ^ 4) := by linear_combination (1 / 4) * h
  have e : star (x ^ 2) * x ^ 2 = x ^ 4 := by
    rw [star_pow, hx.star_eq]
    exact (pow_add x 2 2).symm
  have hpos := hf.pos (x ^ 2)
  rw [e] at hpos
  have h0 : 0 ≤ (f (x ^ 4)).re := (Complex.le_def.1 hpos).1
  have h1 : 0 = (f (x ^ 4)).im := (Complex.le_def.1 hpos).2
  have hr : E.re = 3 * (f (x ^ 4)).re := by rw [h4]; simp
  have hi : E.im = 3 * (f (x ^ 4)).im := by rw [h4]; simp
  exact ⟨h4, by linarith, by linarith⟩
```

Without normalization, \(f=0\) satisfies the remaining conditions for every \(E\). Without positivity, the recursion survives but the bound does not. Let \(\omega=e^{i\pi/3}\), and precede the ground-state functional by the substitution \(x\to\omega x\), \(p\to\omega^{-1}p\) in polynomials in \(x\) and \(p\). The commutator is unchanged and, since \(\omega^6=1\), \(H\) becomes \(\omega^{-2}H\). The new functional is normalized and stationary, with a complex energy.

## Self-adjoint position and momentum

The hypotheses `hx` and `hp` make \(x\) and \(p\) observables, and `StarModule` makes the star conjugate scalars. They identify the squares and cross terms in the discriminant inequality:

- For \(a=x\), \(b=ip\), the cross term is \(i(xp-px)=-1\), so \(1\le4\langle x^2\rangle\langle p^2\rangle\), where \(\langle p^2\rangle=E-\langle x^4\rangle=2E/3\).
- For \(a=1\), \(b=x^2\), the cross term is \(2x^2\), so \(\langle x^2\rangle^2\le\langle x^4\rangle=E/3\).

```lean
variable [StarModule ℂ A]

/-- The second moment of the position in a stationary state of `H = p² + x⁴` with energy `E`
satisfies `3 ≤ 8E⟨x²⟩` and `3⟨x²⟩² ≤ E`. -/
theorem second_moment_bounds (hf : IsState f) (hx : IsSelfAdjoint x) (hp : IsSelfAdjoint p)
    (hxp : x * p - p * x = Complex.I • (1 : A)) (st : IsStationary f (p ^ 2 + x ^ 4) E) :
    3 ≤ 8 * E.re * (f (x ^ 2)).re ∧ 3 * (f (x ^ 2)).re ^ 2 ≤ E.re := by
  have h4 := (energy_eq_fourth_moment hf hx hxp st).1
  have hr : E.re = 3 * (f (x ^ 4)).re := by rw [h4]; simp
  have hp2 : f (p ^ 2) = E - f (x ^ 4) := by
    have h := (st 1).1
    rw [mul_one, map_add, hf.normalized, mul_one] at h
    linear_combination h
  constructor
  · -- uncertainty relation: the cross term of `x` and `i p` is `-1`
    have h := cross_term_sq_le hf x (Complex.I • p)
    have hs : star (Complex.I • p) = (-Complex.I) • p := by
      rw [star_smul, hp.star_eq, Complex.star_def, Complex.conj_I]
    have e1 : star x * (Complex.I • p) + star (Complex.I • p) * x = -(1 : A) := by
      rw [hs, hx.star_eq, mul_smul_comm, smul_mul_assoc]
      calc Complex.I • (x * p) + (-Complex.I) • (p * x)
          = Complex.I • (x * p - p * x) := by module
        _ = -(1 : A) := by rw [hxp, smul_smul, Complex.I_mul_I, neg_smul, one_smul]
    have e2 : star (Complex.I • p) * (Complex.I • p) = p ^ 2 := by
      rw [hs, smul_mul_assoc, mul_smul_comm, smul_smul, neg_mul, Complex.I_mul_I, neg_neg,
        one_smul, sq]
    rw [e1, e2, hx.star_eq, ← sq x, map_neg, hf.normalized, hp2, Complex.sub_re,
      Complex.neg_re, Complex.one_re, show (f (x ^ 4)).re = E.re / 3 by linarith] at h
    linarith
  · -- the variance of `x²` is nonnegative
    have h := cross_term_sq_le hf 1 (x ^ 2)
    have e1 : star 1 * x ^ 2 + star (x ^ 2) * 1 = (2 : ℂ) • x ^ 2 := by
      rw [star_one, star_pow, hx.star_eq, one_mul, mul_one, two_smul]
    have e2 : star (x ^ 2) * x ^ 2 = x ^ 4 := by
      rw [star_pow, hx.star_eq]
      exact (pow_add x 2 2).symm
    have r2 : ∀ z : ℂ, ((2 : ℂ) * z).re = 2 * z.re := by
      intro z
      simp
    rw [e1, e2, star_one, mul_one, hf.normalized, map_smul, smul_eq_mul, r2,
      Complex.one_re] at h
    linarith
```

The energy bound follows by the contradiction given at the start, with `hm` as the step \(\langle x^2\rangle<1/2\).

```lean
/-- Every stationary state of the quartic oscillator `H = p² + x⁴` has a real energy
of at least `3/4`. -/
theorem energy_lower_bound (hf : IsState f) (hx : IsSelfAdjoint x) (hp : IsSelfAdjoint p)
    (hxp : x * p - p * x = Complex.I • (1 : A)) (st : IsStationary f (p ^ 2 + x ^ 4) E) :
    E.im = 0 ∧ 3 / 4 ≤ E.re := by
  obtain ⟨-, h0, him⟩ := energy_eq_fourth_moment hf hx hxp st
  obtain ⟨h1, h2⟩ := second_moment_bounds hf hx hp hxp st
  refine ⟨him, ?_⟩
  by_contra hlt
  have hE : E.re < 3 / 4 := lt_of_not_ge hlt
  -- a low energy confines the particle, which contradicts the uncertainty relation
  have hm : (f (x ^ 2)).re < 1 / 2 := by nlinarith [sq_nonneg ((f (x ^ 2)).re - 1 / 2)]
  nlinarith [mul_nonneg h0 (sub_nonneg.2 hm.le)]
```

Without self-adjointness the rotation by \(\omega\) is again a counterexample: keep the positive ground-state functional, and use \(\omega x\) and \(\omega^{-1}p\) as position and momentum.

Of the two self-adjointness hypotheses, the sixth-moment constraint uses only `hx`. At \(t=3\) the recursion gives \(\langle x^6\rangle=\tfrac35E\langle x^2\rangle+\tfrac3{10}\), and the pair \(x,x^3\) gives \(\langle x^4\rangle^2\le\langle x^2\rangle\langle x^6\rangle\). Substituting \(\langle x^4\rangle=E/3\) and multiplying by 90 yields

\[
10E^2\le27\langle x^2\rangle\,(2E\langle x^2\rangle+1).
\]

This excludes high energies combined with a small \(\langle x^2\rangle\). It does not raise the bound \(3/4\), since \(E=3/4\), \(\langle x^2\rangle=1/2\) satisfies it.

```lean
/-- In a stationary state of the quartic oscillator `H = p² + x⁴`, positivity at the level of the
sixth moment restricts the energy and the second moment further: `10E² ≤ 27⟨x²⟩(2E⟨x²⟩ + 1)`. -/
theorem sixth_moment_constraint (hf : IsState f) (hx : IsSelfAdjoint x)
    (hxp : x * p - p * x = Complex.I • (1 : A)) (st : IsStationary f (p ^ 2 + x ^ 4) E) :
    10 * E.re ^ 2 ≤ 27 * (f (x ^ 2)).re * (2 * E.re * (f (x ^ 2)).re + 1) := by
  obtain ⟨h4, -, him⟩ := energy_eq_fourth_moment hf hx hxp st
  have hr : E.re = 3 * (f (x ^ 4)).re := by rw [h4]; simp
  -- the recursion at `t = 3` expresses the sixth moment through the second
  have h6 := moment_recursion hxp st 3
  simp only [Nat.cast_ofNat, Nat.reduceSub, Nat.reduceAdd, pow_zero, hf.normalized] at h6
  have h6' : f (x ^ 6) = ((3 / 5 : ℝ) : ℂ) * (E * f (x ^ 2)) + ((3 / 10 : ℝ) : ℂ) := by
    push_cast
    linear_combination (-1 / 20) * h6
  have h := cross_term_sq_le hf x (x ^ 3)
  have e1 : star x * x ^ 3 + star (x ^ 3) * x = (2 : ℂ) • x ^ 4 := by
    have a : x * x ^ 3 = x ^ 4 := (pow_succ' x 3).symm
    have b : x ^ 3 * x = x ^ 4 := (pow_succ x 3).symm
    rw [star_pow, hx.star_eq, a, b, two_smul]
  have e2 : star (x ^ 3) * x ^ 3 = x ^ 6 := by
    rw [star_pow, hx.star_eq]
    exact (pow_add x 3 3).symm
  have r2 : ∀ z : ℂ, ((2 : ℂ) * z).re = 2 * z.re := by
    intro z
    simp
  rw [e1, e2, hx.star_eq, ← sq x, map_smul, smul_eq_mul, r2, h6', Complex.add_re,
    Complex.re_ofReal_mul, Complex.ofReal_re, Complex.mul_re, him,
    show (f (x ^ 4)).re = E.re / 3 by linarith] at h
  linarith

end QuarticBootstrap
```

```lean
#print axioms QuarticBootstrap.second_moment_bounds
#print axioms QuarticBootstrap.energy_lower_bound
#print axioms QuarticBootstrap.sixth_moment_constraint
```

```
'QuarticBootstrap.second_moment_bounds' depends on axioms: [propext, Classical.choice, Quot.sound]
'QuarticBootstrap.energy_lower_bound' depends on axioms: [propext, Classical.choice, Quot.sound]
'QuarticBootstrap.sixth_moment_constraint' depends on axioms: [propext, Classical.choice, Quot.sound]
```

## The harmonic oscillator by the same argument

For \(H=p^2+x^2\), the general identity with \(q=x\) gives \(E=2\langle x^2\rangle\), hence \(\langle p^2\rangle=\langle x^2\rangle\). The uncertainty relation then yields \(\langle x^2\rangle\ge1/2\) and \(E\ge1\), which is the exact ground-state energy in these units. This short calculation is done by hand here and has no theorem in the file.
